# Two normalised p-type Gaussians with equal exponents and the same orientation on a line overlap by no less than $-2e^{-3/2}$

Suppose a program moves two basis functions apart and stops computing their overlap once it has become negligible, on the assumption that it only shrinks with distance. For two s-type Gaussians the assumption holds. It fails for two normalised p-type Gaussians with equal exponents that point in the same direction along the line between their centres: the overlap passes through zero, turns negative, and grows in magnitude to about $0.446$ before it decays. A program that stopped at the zero would lose a large matrix element.

For a common exponent $a>0$, centres $A$ and $B$, and $R=A-B$, the overlap is

$$S(R)=(1-aR^2)\,e^{-aR^2/2}.$$

Its minimum is $-2e^{-3/2}$, reached exactly when $R^2=3/a$.

## The functions and their overlap

```lean
import Mathlib

open MeasureTheory
open scoped Real

namespace PGaussianOverlap

noncomputable section
```

Mathlib is Lean's mathematical library. The `open` lines make its integration theorems and the symbol `π` available under short names.

```lean
/-- The unnormalised p-type Gaussian with exponent `a` and centre `A` on the line. -/
def pGauss (a A x : ℝ) : ℝ := (x - A) * Real.exp (-a * (x - A) ^ 2)
```

This is the primitive $g_A(x)=(x-A)\,e^{-a(x-A)^2}$. The annotation `(a A x : ℝ)` says that exponent, centre and position are real numbers. The condition $a>0$ is not part of the definition; each theorem that needs it carries it as a hypothesis `ha : 0 < a`.

```lean
/-- The p-type Gaussian divided by its `L²` norm. -/
def pOrbital (a A x : ℝ) : ℝ := pGauss a A x / √(∫ y, pGauss a A y ^ 2)
```

The orbital is $\phi_A(x)=g_A(x)/\sqrt{\int g_A(y)^2\,dy}$. The norm is written as an integral, not as a constant copied from a table, so its value has to be proved. An integral without limits runs over the whole real line.

```lean
/-- The overlap integral of two normalised p-type Gaussians with common exponent `a`
and centres `A` and `B`. -/
def overlap (a A B : ℝ) : ℝ := ∫ x, pOrbital a A x * pOrbital a B x
```

The overlap is $S=\int\phi_A(x)\,\phi_B(x)\,dx$, without complex conjugation because the functions are real. Both orbitals have the same exponent and the same orientation, with the positive lobe on the right; reversing one of them would change the sign of $S$. Unequal exponents and contracted functions are not covered.

In three dimensions, two $p_x$ primitives displaced only along $x$ have this same overlap, since their normalised $y$ and $z$ factors coincide and the squares of these factors integrate to one.

## The two moments

```lean
/-- A Gaussian multiplied by the square of the coordinate is integrable. -/
theorem integrable_sq_mul_gaussian {b : ℝ} (hb : 0 < b) :
    Integrable (fun x : ℝ => x ^ 2 * Real.exp (-b * x ^ 2)) := by
  have h := integrable_rpow_mul_exp_neg_mul_sq hb (s := 2) (by norm_num)
  simpa only [Real.rpow_two] using h
```

The function $x^2e^{-bx^2}$ is integrable for $b>0$. Lean asks for this before it will split the integral of a difference into two integrals. Mathlib has the statement for real powers $x^s$; the proof takes $s=2$ and converts the real power to an ordinary square.

```lean
/-- The second moment of the Gaussian `exp (-b x²)`. -/
theorem second_moment {b : ℝ} (hb : 0 < b) :
    ∫ x : ℝ, x ^ 2 * Real.exp (-b * x ^ 2) = √(π / b) / (2 * b) := by
  have h0 := integrable_exp_neg_mul_sq hb
  have h2 := integrable_sq_mul_gaussian hb
  -- the derivative of x exp(-b x²) combines the zeroth and second moments
  have hd : ∀ x : ℝ, HasDerivAt (fun y : ℝ => y * Real.exp (-b * y ^ 2))
      (Real.exp (-b * x ^ 2) - 2 * b * (x ^ 2 * Real.exp (-b * x ^ 2))) x := by
    intro x
    have h1 : HasDerivAt (fun y : ℝ => -b * y ^ 2) (-b * (2 * x)) x :=
      ((hasDerivAt_pow 2 x).const_mul (-b)).congr_deriv (by norm_num)
    exact ((hasDerivAt_id' x).fun_mul h1.exp).congr_deriv (by ring)
  -- its integral over the whole line vanishes
  have h := integral_eq_zero_of_hasDerivAt_of_integrable hd
    (h0.sub (h2.const_mul (2 * b))) (integrable_mul_exp_neg_mul_sq hb)
  rw [integral_sub h0 (h2.const_mul (2 * b)), integral_const_mul, integral_gaussian] at h
  rw [eq_div_iff (by positivity)]
  linear_combination -h
```

The theorem states $\int x^2e^{-bx^2}dx=\sqrt{\pi/b}\,/(2b)$. By hand, start from

$$\frac{d}{dx}\left(x\,e^{-bx^2}\right)=e^{-bx^2}-2b\,x^2e^{-bx^2}.$$

The function in brackets vanishes at both ends of the line, so the right-hand side integrates to zero. With $\int e^{-bx^2}dx=\sqrt{\pi/b}$ this gives

$$\sqrt{\pi/b}-2b\int x^2e^{-bx^2}dx=0,$$

and dividing by $2b$ finishes the argument.

In the proof, `hd` is the derivative and `h` says that its integral vanishes. Mathlib's theorem obtains this from the integrability of the function and of its derivative, so no boundary limit is computed separately. The last line rearranges `h`.

## From the product to the closed formula

```lean
/-- The overlap integral of two unnormalised p-type Gaussians with equal exponents. -/
theorem integral_pGauss_mul {a : ℝ} (ha : 0 < a) (A B : ℝ) :
    ∫ x, pGauss a A x * pGauss a B x =
      √(π / (2 * a)) / (4 * a) *
        ((1 - a * (A - B) ^ 2) * Real.exp (-(a * (A - B) ^ 2 / 2))) := by
  have hb : 0 < 2 * a := by positivity
  have ha' : a ≠ 0 := ha.ne'
  let F : ℝ → ℝ := fun u => Real.exp (-(a * (A - B) ^ 2 / 2)) *
    (u ^ 2 * Real.exp (-(2 * a) * u ^ 2) - (A - B) ^ 2 / 4 * Real.exp (-(2 * a) * u ^ 2))
  -- Gaussian product rule about the midpoint of the two centres
  have hpt : ∀ x, pGauss a A x * pGauss a B x = F (x - (A + B) / 2) := by
    intro x
    have he : Real.exp (-a * (x - A) ^ 2) * Real.exp (-a * (x - B) ^ 2) =
        Real.exp (-(a * (A - B) ^ 2 / 2)) *
          Real.exp (-(2 * a) * (x - (A + B) / 2) ^ 2) := by
      rw [← Real.exp_add, ← Real.exp_add]
      congr 1
      ring
    simp only [pGauss, F]
    linear_combination (x - A) * (x - B) * he
  have hI : ∫ x, pGauss a A x * pGauss a B x = ∫ u, F u :=
    (integral_congr_ae (Filter.Eventually.of_forall hpt)).trans
      (integral_sub_right_eq_self F ((A + B) / 2))
  rw [hI]
  simp only [F]
  rw [integral_const_mul, integral_sub (integrable_sq_mul_gaussian hb)
    ((integrable_exp_neg_mul_sq hb).const_mul _), integral_const_mul,
    second_moment hb, integral_gaussian]
  generalize √(π / (2 * a)) = s
  generalize Real.exp (-(a * (A - B) ^ 2 / 2)) = E
  field_simp
  ring
```

This is the overlap before normalisation. Put $u=x-(A+B)/2$, the signed distance from the midpoint. Then $x-A=u-R/2$ and $x-B=u+R/2$, so

$$(x-A)(x-B)=u^2-\frac{R^2}{4},\qquad (x-A)^2+(x-B)^2=2u^2+\frac{R^2}{2}.$$

The product of the primitives is therefore

$$g_A(x)\,g_B(x)=e^{-aR^2/2}\left(u^2-\frac{R^2}{4}\right)e^{-2au^2}.$$

Integrating over $u$, with $b=2a$ in the two moments, gives

$$e^{-aR^2/2}\sqrt{\frac{\pi}{2a}}\left(\frac{1}{4a}-\frac{R^2}{4}\right)=\frac{1}{4a}\sqrt{\frac{\pi}{2a}}\,(1-aR^2)\,e^{-aR^2/2}.$$

In Lean, `F` is the integrand as a function of $u$, `he` combines the exponentials, and `hpt` is the identity at each point $x$. The step `hI` shifts the integration variable, which leaves an integral over the whole line unchanged. After the moments are inserted, `generalize` replaces the square root and the exponential by plain letters, and `field_simp` and `ring` do the remaining algebra.

Integral codes often reach the same expression by a recurrence that raises the angular momentum. With $S_{00}=\sqrt{\pi/(2a)}\,e^{-aR^2/2}$ for the unnormalised s-type pair, it reads

$$S_{11}=\left(-\frac R2\right)\left(\frac R2\right)S_{00}+\frac{1}{4a}S_{00}.$$

The closed formula is thus a direct check on the value of $S_{11}$ from such a routine. For $R\neq0$ it exposes a wrong sign in one of the factors $\mp R/2$, but not a reversal of both, which leaves their product unchanged.

```lean
/-- The squared `L²` norm of the unnormalised p-type Gaussian. -/
theorem integral_pGauss_sq {a : ℝ} (ha : 0 < a) (A : ℝ) :
    ∫ x, pGauss a A x ^ 2 = √(π / (2 * a)) / (4 * a) := by
  simp only [pow_two]
  rw [integral_pGauss_mul ha]
  simp
```

Setting $B=A$ makes $R=0$, and the previous result becomes the squared norm $K=\sqrt{\pi/(2a)}\,/(4a)$.

```lean
/-- Two normalised p-type Gaussians at separation `R = A - B` have overlap
`(1 - a R²) exp (-a R² / 2)`. -/
theorem overlap_eq {a : ℝ} (ha : 0 < a) (A B : ℝ) :
    overlap a A B = (1 - a * (A - B) ^ 2) * Real.exp (-(a * (A - B) ^ 2 / 2)) := by
  have hK : 0 < √(π / (2 * a)) / (4 * a) := by positivity
  have hpt : ∀ x, pOrbital a A x * pOrbital a B x =
      (√(π / (2 * a)) / (4 * a))⁻¹ * (pGauss a A x * pGauss a B x) := by
    intro x
    simp only [pOrbital, integral_pGauss_sq ha]
    rw [div_mul_div_comm, Real.mul_self_sqrt hK.le, div_eq_inv_mul]
  unfold overlap
  simp only [hpt]
  rw [integral_const_mul, integral_pGauss_mul ha, inv_mul_cancel_left₀ hK.ne']
```

Both orbitals carry the factor $1/\sqrt K$, so the product of primitives is divided by $\sqrt K\sqrt K=K$. The unnormalised overlap is $K(1-aR^2)e^{-aR^2/2}$; $K$ cancels and $S(R)$ remains. The intermediate result `hK`, that $K$ is positive, follows from $a>0$ and justifies the cancellation.

```lean
/-- The orbital `pOrbital a A` has unit `L²` norm. -/
theorem pOrbital_normalised {a : ℝ} (ha : 0 < a) (A : ℝ) :
    ∫ x, pOrbital a A x ^ 2 = 1 := by
  have h := overlap_eq ha A A
  simp only [overlap] at h
  simp only [pow_two]
  rw [h]
  simp
```

At coincident centres the formula gives $S(0)=1$, which is the statement that each orbital has unit norm.

## The minimum without calculus

```lean
/-- The height of `(1 - t) exp (-t/2)` above `-2 exp (-3/2)`, written through the gap between
the exponential and its tangent line at zero. -/
theorem profile_gap (t : ℝ) :
    (1 - t) * Real.exp (-(t / 2)) - -2 * Real.exp (-3 / 2) =
      2 * Real.exp (-(t / 2)) * (Real.exp ((t - 3) / 2) - ((t - 3) / 2 + 1)) := by
  have h : Real.exp (-3 / 2) = Real.exp (-(t / 2)) * Real.exp ((t - 3) / 2) := by
    rw [← Real.exp_add]
    congr 1
    ring
  rw [h]
  ring
```

Write $t=aR^2$ and $s=(t-3)/2$. Then $1-t=-2(s+1)$ and $e^{-3/2}=e^{-t/2}e^{s}$, so

$$(1-t)e^{-t/2}+2e^{-3/2}=2e^{-t/2}\left(e^{s}-(s+1)\right).$$

The left side is the height of the overlap above the claimed minimum. The bracket on the right is the gap between the exponential and its tangent line at zero. The identity holds for every real $t$. Lean proves the exponential relation as `h`, substitutes it, and leaves the algebra to `ring`.

```lean
/-- The overlap of two normalised p-type Gaussians is at least `-2 exp (-3/2)`, with equality
exactly when the squared separation of the centres is `3 / a`. -/
theorem overlap_lower_bound {a : ℝ} (ha : 0 < a) (A B : ℝ) :
    -2 * Real.exp (-3 / 2) ≤ overlap a A B ∧
      (overlap a A B = -2 * Real.exp (-3 / 2) ↔ (A - B) ^ 2 = 3 / a) := by
  have g := profile_gap (a * (A - B) ^ 2)
  rw [← overlap_eq ha A B] at g
  have hE := Real.exp_pos (-(a * (A - B) ^ 2 / 2))
  refine ⟨?_, ?_⟩
  · have h1 := Real.add_one_le_exp ((a * (A - B) ^ 2 - 3) / 2)
    have h2 := mul_nonneg (mul_pos two_pos hE).le (sub_nonneg.mpr h1)
    linarith
  · rw [eq_div_iff ha.ne']
    constructor
    · intro h
      by_contra hne
      -- away from the tangent point the exponential lies strictly above its tangent
      have hs : (a * (A - B) ^ 2 - 3) / 2 ≠ 0 := by
        intro h0
        apply hne
        linarith
      have h2 := mul_pos (mul_pos two_pos hE) (sub_pos.mpr (Real.add_one_lt_exp hs))
      linarith
    · intro h
      have ht : a * (A - B) ^ 2 = 3 := by linarith
      have e : (-(3 / 2) : ℝ) = -3 / 2 := by norm_num
      rw [overlap_eq ha, ht, e]
      ring
```

The symbol `∧` joins two claims: the bound $S\ge-2e^{-3/2}$, and the equivalence (`↔`) of equality with $R^2=3/a$.

The exponential never lies below its tangent, $e^s\ge s+1$, so the height is nonnegative and the bound follows. For $s\neq0$ the inequality is strict, so equality forces $s=0$, that is $aR^2=3$. Conversely, $aR^2=3$ gives $S=(1-3)e^{-3/2}$.

The Lean proof follows this order. `Real.add_one_le_exp` is the tangent inequality and `Real.add_one_lt_exp` its strict form. The direction from equality to distance is by contradiction, opened by `by_contra`.

```lean
/-- With one centre fixed and the other moved along the line, the least value of the overlap
is `-2 exp (-3/2)`, and it is attained. -/
theorem overlap_isLeast {a : ℝ} (ha : 0 < a) (B : ℝ) :
    IsLeast (Set.range fun A => overlap a A B) (-2 * Real.exp (-3 / 2)) := by
  constructor
  · refine ⟨B + √(3 / a), (overlap_lower_bound ha _ B).2.mpr ?_⟩
    rw [add_sub_cancel_left, Real.sq_sqrt (by positivity)]
  · rintro _ ⟨A, rfl⟩
    exact (overlap_lower_bound ha A B).1
```

Here $B$ is fixed and $A$ ranges over the line. `IsLeast` means that the number belongs to the set of overlap values and that no value lies below it. The first part is shown by the position $A=B+\sqrt{3/a}$, the second by the bound just proved.

## The zero, and distinct centres

```lean
/-- The two orbitals are orthogonal exactly when the squared separation is `1 / a`. -/
theorem overlap_eq_zero_iff {a : ℝ} (ha : 0 < a) (A B : ℝ) :
    overlap a A B = 0 ↔ (A - B) ^ 2 = 1 / a := by
  rw [overlap_eq ha, mul_eq_zero, or_iff_left (Real.exp_pos _).ne', eq_div_iff ha.ne']
  constructor <;> intro h <;> linarith
```

The exponential is never zero, so $S=0$ exactly when $1-aR^2=0$, that is $R^2=1/a$. Near this separation the overlap is negligible, and the program in the opening example could stop too early.

```lean
/-- For distinct centres the overlap is strictly smaller than one in absolute value. -/
theorem abs_overlap_lt_one {a : ℝ} (ha : 0 < a) {A B : ℝ} (hAB : A ≠ B) :
    |overlap a A B| < 1 := by
  rw [abs_lt]
  constructor
  · have h1 := (overlap_lower_bound ha A B).1
    have h2 := Real.add_one_le_exp (3 / 2 : ℝ)
    have h3 : Real.exp (-3 / 2) * Real.exp (3 / 2) = 1 := by
      rw [← Real.exp_add, show (-3 / 2 + 3 / 2 : ℝ) = 0 by norm_num, Real.exp_zero]
    have h4 := mul_le_mul_of_nonneg_left h2 (Real.exp_pos (-3 / 2)).le
    linarith
  · have hR : 0 < (A - B) ^ 2 := sq_pos_of_ne_zero (sub_ne_zero.mpr hAB)
    have ht : 0 < a * (A - B) ^ 2 := mul_pos ha hR
    have h1 : Real.exp (-(a * (A - B) ^ 2 / 2)) < 1 :=
      Real.exp_lt_one_iff.mpr (by linarith)
    have h2 := mul_pos ht (Real.exp_pos (-(a * (A - B) ^ 2 / 2)))
    rw [overlap_eq ha, sub_mul, one_mul]
    linarith

end

end PGaussianOverlap
```

For $A\ne B$ the claim is $-1<S<1$. On the lower side, the tangent inequality gives $e^{3/2}\ge 5/2$, hence $2e^{-3/2}\le 4/5$ and $S\ge-4/5$. On the upper side, $t=aR^2>0$ gives

$$S=e^{-t/2}-t\,e^{-t/2}<e^{-t/2}<1.$$

For a basis of just these two functions, the overlap matrix has eigenvalues $1\pm S$, so distinct centres keep it invertible and the orbitals linearly independent. How close it comes to singular can be read from the formula by expanding at small separation, a step not carried out in the Lean file: $S\approx1-\tfrac32aR^2$, so the smaller eigenvalue is about $\tfrac32aR^2$. Two such functions placed very close together therefore make an electronic-structure calculation ill-conditioned, although their exact overlap matrix can still be inverted.

```lean
#print axioms PGaussianOverlap.overlap_lower_bound
#print axioms PGaussianOverlap.overlap_isLeast
#print axioms PGaussianOverlap.overlap_eq_zero_iff
#print axioms PGaussianOverlap.abs_overlap_lt_one
```

```
'PGaussianOverlap.overlap_lower_bound' depends on axioms: [propext, Classical.choice, Quot.sound]
'PGaussianOverlap.overlap_isLeast' depends on axioms: [propext, Classical.choice, Quot.sound]
'PGaussianOverlap.overlap_eq_zero_iff' depends on axioms: [propext, Classical.choice, Quot.sound]
'PGaussianOverlap.abs_overlap_lt_one' depends on axioms: [propext, Classical.choice, Quot.sound]
```
